# f(s) + s f′(s) is the unique continuous function whose average over direction cosines in [0,1] is a given C¹ function f(s)

Suppose the energy of a magnetic system depends on its spin polarization s as f(s) = s², and suppose all spins are collinear, along the z axis. To treat noncollinear spins as well, one can choose a quantization axis, project the magnetization on it, evaluate f on the projection, and average over all axes. On an axis at polar angle θ the projection is s cos θ. The average of s² cos² θ over the sphere is s²/3, so the collinear system that was the starting point has lost two thirds of its energy. The averaged functional no longer agrees with the functional it was built from.

The multicollinear construction avoids this by averaging a different function g, chosen so that the average gives back f when the magnetization is collinear. For a continuously differentiable f of one real variable, this requirement determines a continuous g completely if the average runs over direction cosines t between 0 and 1:

g(s) = f(s) + s f′(s).

For the average over the full sphere the same formula holds when f and g are even. The result bears on noncollinear spin-density functional calculations, as a consistency condition on energies that depend on a single spin polarization at fixed density.

In Lean 4 with Mathlib:

```lean
import Mathlib

open Real

namespace MulticollinearFunctional

noncomputable section
```

## Averages over a hemisphere and over the sphere

The polarization s is a signed real number: its size is the magnitude of the magnetization and its sign says whether it points up or down the polar axis. It is not the reduced density gradient, for which density functional theory often uses the same letter. Let t = cos θ be the direction cosine of a quantization axis. On the upper hemisphere t runs from 0 to 1, and equal solid angles correspond to equal intervals of t. The hemisphere average of g is therefore

A[g](s) = ∫₀¹ g(st) dt.

```lean
/-- The average of `g` over the direction cosine `t` in `[0,1]`, at spin polarization `s`. -/
def directionAverage (g : ℝ → ℝ) (s : ℝ) : ℝ :=
  ∫ t in (0 : ℝ)..1, g (s * t)
```

The candidate for g, built from the collinear functional f, is

K[f](s) = f(s) + s f′(s).

The code calls it `collinearKernel`. The word "kernel" here means the function to be averaged, not the second functional derivative that response theory calls the exchange-correlation kernel. The derivative f′ appears as `deriv f`.

```lean
/-- The function `f(s) + s f'(s)` built from a collinear functional `f`. -/
def collinearKernel (f : ℝ → ℝ) (s : ℝ) : ℝ :=
  f s + s * deriv f s
```

The average over all quantization axes, with the normalized solid-angle measure and the azimuth φ, is

S[g](s) = (1/4π) ∫₀^{2π} dφ ∫₀^π g(s cos θ) sin θ dθ.

```lean
/-- The average of `g` over all quantization axes on the unit sphere, for a magnetization `s`
along the polar axis, whose projection on the axis with polar angle `θ` is `s cos θ`. -/
def sphereAverage (g : ℝ → ℝ) (s : ℝ) : ℝ :=
  1 / (4 * π) * ∫ _φ in (0 : ℝ)..(2 * π), ∫ θ in (0 : ℝ)..π, g (s * Real.cos θ) * Real.sin θ
```

All three definitions take functions on the whole real line, whereas a physical polarization is bounded by the density. A functional known only on the physical range must first be extended to ℝ as a C¹ function. The averages at s use only values between −|s| and |s|, so the choice of extension does not affect them inside that range.

The step from these definitions to a working density functional is the passage from a number to a field. A real functional depends on the spin density at every point of space, often through its gradients, and s f′(s) then has to become an integral of the spin density times a functional derivative. No hypothesis below supplies that passage.

## Rescaling the direction cosine

Substitute x = st, so that dx = s dt, and the limits 0 and 1 become 0 and s:

s A[g](s) = s ∫₀¹ g(st) dt = ∫₀ˢ g(x) dx.

For negative s the right-hand side is an oriented integral, and for s = 0 both sides vanish. The average has become an ordinary antiderivative, which can be evaluated or differentiated.

```lean
/-- The direction average times the polarization is the integral of `g` from zero up to that
polarization. -/
theorem mul_directionAverage (g : ℝ → ℝ) (s : ℝ) :
    s * directionAverage g s = ∫ x in (0 : ℝ)..s, g x := by
  unfold directionAverage
  rw [intervalIntegral.mul_integral_comp_mul_left, mul_zero, mul_one]
```

The proof unfolds the definition and applies Mathlib's rule for a linear substitution in an interval integral; the remaining rewrites simplify the limits s·0 and s·1.

## The average of f + s f′ is f

By the product rule,

d/dx [x f(x)] = f(x) + x f′(x) = K[f](x).

Integrate from 0 to s:

∫₀ˢ K[f](x) dx = s f(s) − 0·f(0) = s f(s).

The rescaling identity says that the left-hand side is s A[K[f]](s). For s ≠ 0, division by s gives A[K[f]](s) = f(s).

At s = 0 there is nothing to divide by, and the average is computed directly. The integrand is the constant K[f](0) = f(0) + 0·f′(0) = f(0), so its average over t is f(0).

```lean
/-- For a continuously differentiable `f`, the direction average of `f(s) + s f'(s)` is `f(s)`. -/
theorem directionAverage_collinearKernel {f : ℝ → ℝ} (hf : ContDiff ℝ 1 f) (s : ℝ) :
    directionAverage (collinearKernel f) s = f s := by
  obtain ⟨hdf, hcf⟩ := contDiff_one_iff_deriv.mp hf
  have hc : Continuous (collinearKernel f) :=
    hdf.continuous.add (continuous_id.mul hcf)
  -- the kernel is the derivative of `x f(x)`
  have hd : ∀ x ∈ Set.uIcc 0 s,
      HasDerivAt (fun y => y * f y) (collinearKernel f x) x := by
    intro x _
    have h := (hasDerivAt_id' x).fun_mul (hdf x).hasDerivAt
    exact h.congr_deriv (by unfold collinearKernel; ring)
  have key : ∫ x in (0 : ℝ)..s, collinearKernel f x = s * f s := by
    rw [intervalIntegral.integral_eq_sub_of_hasDerivAt hd (hc.intervalIntegrable 0 s)]
    simp
  by_cases hs : s = 0
  · subst hs
    simp [directionAverage, collinearKernel]
  · exact mul_left_cancel₀ hs ((mul_directionAverage _ s).trans key)
```

The hypothesis `ContDiff ℝ 1 f` says that f is differentiable everywhere with a continuous derivative, and the first line of the proof splits it into these two parts. They make K[f] continuous, which is recorded as `hc` and ensures that the integral exists. The product rule is `hd`, the integrated identity is `key`, and `by_cases` separates s = 0 from s ≠ 0. In the second case `mul_left_cancel₀` performs the division by s.

## Any continuous g with average f is f + s f′

Now let g be continuous and suppose that A[g](s) = f(s) for every s. Multiply by s and use the rescaling identity:

s f(s) = ∫₀ˢ g(x) dx for every s.

Differentiate both sides with respect to s. The left-hand side gives f(s) + s f′(s) by the product rule. The right-hand side gives g(s) by the fundamental theorem of calculus, because g is continuous. Hence

g(s) = f(s) + s f′(s).

This also holds at s = 0, since nothing was divided by s.

```lean
/-- If a continuous `g` has a differentiable `f` as its direction average at every polarization,
then `g(s) = f(s) + s f'(s)`. -/
theorem eq_collinearKernel_of_average {f g : ℝ → ℝ} (hf : Differentiable ℝ f)
    (hg : Continuous g) (h : ∀ s, directionAverage g s = f s) :
    g = collinearKernel f := by
  have hfun : (fun s => s * f s) = fun s => ∫ x in (0 : ℝ)..s, g x := by
    funext s
    rw [← h s, mul_directionAverage]
  funext s
  -- differentiate `s f(s) = ∫₀ˢ g` on both sides
  have h1 : HasDerivAt (fun u => ∫ x in (0 : ℝ)..u, g x) (g s) s :=
    (hg.integral_hasStrictDerivAt 0 s).hasDerivAt
  have h2 := (hasDerivAt_id' s).fun_mul (hf s).hasDerivAt
  rw [hfun] at h2
  have h3 := h1.unique h2
  unfold collinearKernel
  linarith
```

In the proof, `hfun` is the equality of the two sides as functions of s, which is what permits differentiation. The derivative of the integral is `h1` and that of the product is `h2`. After `hfun` has been substituted, both describe the same function, and a function has only one derivative at a point; this is `h1.unique h2`. Here f need only be differentiable.

Some regularity of g is necessary for uniqueness. Changing g at a single nonzero point leaves every one of its averages as it was, and continuity excludes such changes.

## The equivalence for the hemisphere average

The two directions combine into one statement. Let f be C¹ and g continuous. Then

∫₀¹ g(st) dt = f(s) for every real s

if and only if

g(s) = f(s) + s f′(s) for every real s.

The quantifier "for every s" stands separately on each side. Agreement of the average with f at one nonzero polarization s does not determine g(s), because the average at s involves g on the whole interval between 0 and s. At s = 0 the average is simply g(0).

```lean
/-- For `f` continuously differentiable and `g` continuous, the direction average of `g` equals
`f` at every polarization exactly when `g(s) = f(s) + s f'(s)`. -/
theorem directionAverage_eq_iff {f g : ℝ → ℝ} (hf : ContDiff ℝ 1 f) (hg : Continuous g) :
    (∀ s, directionAverage g s = f s) ↔ ∀ s, g s = f s + s * deriv f s := by
  constructor
  · intro h s
    exact congrFun (eq_collinearKernel_of_average (contDiff_one_iff_deriv.mp hf).1 hg h) s
  · intro h s
    have hgk : g = collinearKernel f := funext h
    rw [hgk]
    exact directionAverage_collinearKernel hf s
```

The forward direction evaluates the previous theorem at s. The backward direction first turns the pointwise formula into an equality of functions, `g = collinearKernel f`, and then uses the average already computed. Since K[f] is continuous for a C¹ function f, it is itself an admissible g, so a solution exists and is the only one.

## From the hemisphere to all quantization axes

In the sphere average, the φ integral contributes a factor 2π. The substitution t = cos θ, dt = −sin θ dθ, takes θ = 0 to t = 1 and θ = π to t = −1; the minus sign restores the order of the limits:

S[g](s) = (1/2) ∫₋₁¹ g(st) dt.

Split the integral at t = 0. The upper part is A[g](s). In the lower part replace t by −t:

∫₋₁⁰ g(st) dt = ∫₀¹ g(−st) dt = A[g](−s).

The lower hemisphere thus sees the magnetization reversed, and

S[g](s) = (A[g](s) + A[g](−s))/2.

```lean
/-- For continuous `g`, the average over the whole sphere of quantization axes is the mean of the
direction averages at the polarizations `s` and `-s`. -/
theorem sphereAverage_eq {g : ℝ → ℝ} (hg : Continuous g) (s : ℝ) :
    sphereAverage g s = (directionAverage g s + directionAverage g (-s)) / 2 := by
  have hc : Continuous (fun t => g (s * t)) := hg.comp (continuous_const.mul continuous_id)
  -- substitute the direction cosine `t = cos θ`
  have h1 : ∫ θ in (0 : ℝ)..π, g (s * Real.cos θ) * Real.sin θ
      = ∫ t in (-1 : ℝ)..1, g (s * t) := by
    have h := intervalIntegral.integral_comp_mul_deriv (a := 0) (b := π) (f := Real.cos)
      (f' := fun θ => -Real.sin θ) (g := fun t => g (s * t))
      (fun x _ => Real.hasDerivAt_cos x) (by fun_prop) hc
    simp only [Function.comp_apply, mul_neg, intervalIntegral.integral_neg,
      Real.cos_zero, Real.cos_pi] at h
    rw [intervalIntegral.integral_symm (-1) 1] at h
    linarith
  -- the lower hemisphere is the upper one with reversed magnetization
  have h2 : ∫ t in (-1 : ℝ)..0, g (s * t) = directionAverage g (-s) := by
    have h := intervalIntegral.integral_comp_neg (a := (0 : ℝ)) (b := 1) (fun t => g (s * t))
    simp only [neg_zero, mul_neg] at h
    unfold directionAverage
    simp only [neg_mul]
    exact h.symm
  have h3 := intervalIntegral.integral_add_adjacent_intervals
    (hc.intervalIntegrable (μ := MeasureTheory.volume) (-1) 0) (hc.intervalIntegrable 0 1)
  have h4 : ∫ t in (0 : ℝ)..1, g (s * t) = directionAverage g s := rfl
  have h5 : 1 / (4 * π) * (2 * π) = 1 / 2 := by
    rw [div_mul_eq_mul_div, div_eq_div_iff (by positivity) (by norm_num)]
    ring
  unfold sphereAverage
  rw [h1, ← h3, h2, h4, intervalIntegral.integral_const, smul_eq_mul]
  linear_combination (directionAverage g s + directionAverage g (-s)) * h5
```

The code proves the same steps in a slightly different order: `h1` is the cosine substitution, `h2` the reflection, `h3` the splitting at zero, and `h5` the prefactor (1/4π)·2π = 1/2. The final `linear_combination` assembles them.

Suppose that f is even, f(−s) = f(s). Physically, this says that reversing all spins leaves the energy unchanged, as it does in the absence of a magnetic field. Put g = K[f] in the formula above:

S[K[f]](s) = (f(s) + f(−s))/2 = f(s).

```lean
/-- For a continuously differentiable `f` that is even in the polarization, averaging
`f(s) + s f'(s)` over all quantization axes on the sphere gives back `f(s)`. -/
theorem sphereAverage_collinearKernel {f : ℝ → ℝ} (hf : ContDiff ℝ 1 f)
    (heven : ∀ s, f (-s) = f s) (s : ℝ) :
    sphereAverage (collinearKernel f) s = f s := by
  obtain ⟨hdf, hcf⟩ := contDiff_one_iff_deriv.mp hf
  have hc : Continuous (collinearKernel f) :=
    hdf.continuous.add (continuous_id.mul hcf)
  rw [sphereAverage_eq hc, directionAverage_collinearKernel hf,
    directionAverage_collinearKernel hf, heven]
  ring
```

The rewrites replace the sphere average by two hemisphere averages, replace these by f(s) and f(−s), and then use evenness. An f that is not even could not be recovered in this way, because the sphere average has the same value at s and −s.

Uniqueness carries over if g is even. In that case

A[g](−s) = ∫₀¹ g(−st) dt = ∫₀¹ g(st) dt = A[g](s),

so S[g](s) = A[g](s). If the sphere average of g is f, then so is its hemisphere average, and the earlier argument gives g = K[f].

```lean
/-- If a continuous even `g` has a differentiable `f` as its average over the sphere of
quantization axes at every polarization, then `g(s) = f(s) + s f'(s)`. -/
theorem eq_collinearKernel_of_sphereAverage {f g : ℝ → ℝ} (hf : Differentiable ℝ f)
    (hg : Continuous g) (heven : ∀ s, g (-s) = g s) (h : ∀ s, sphereAverage g s = f s) :
    g = collinearKernel f := by
  apply eq_collinearKernel_of_average hf hg
  intro s
  have hs : directionAverage g (-s) = directionAverage g s := by
    unfold directionAverage
    simp only [neg_mul, heven]
  have h1 := h s
  rw [sphereAverage_eq hg, hs] at h1
  linarith
```

The equality of the two hemisphere averages is `hs`, and the opening `apply` reduces the claim to the uniqueness theorem for A. Some restriction on the odd part of g is needed here: adding the function x to g changes no sphere average, since the two hemispheres cancel. When f is even, f′ is odd and s f′(s) is even, so K[f] belongs to the even functions among which it is unique.

## Powers of s and the weakly polarized limit

For f(s) = sⁿ with n a natural number,

K[f](s) = sⁿ + s·n sⁿ⁻¹ = (n + 1) sⁿ for n ≥ 1.

For n = 0 the function is the constant 1, its derivative vanishes, and K[f] = 1, in agreement with the same formula. The factor n + 1 compensates for the average of tⁿ over [0,1], which is 1/(n + 1).

```lean
/-- For the monomial `sⁿ` in the spin polarization, `f(s) + s f'(s)` is `(n + 1) sⁿ`. -/
theorem collinearKernel_pow (n : ℕ) (s : ℝ) :
    collinearKernel (fun x => x ^ n) s = (n + 1) * s ^ n := by
  unfold collinearKernel
  cases n with
  | zero => simp
  | succ k =>
    rw [(hasDerivAt_pow (k + 1) s).deriv, Nat.add_sub_cancel]
    push_cast
    ring

end

end MulticollinearFunctional
```

The proof separates n = 0 from n = k + 1, so that the exponent n − 1 appears only where it is a natural number; `push_cast` then converts the natural-number factor to a real one.

A power expansion in the spin polarization is thus converted term by term. Near zero polarization, a smooth even functional has the form

f(s) ≈ a + b s²,

with constants a and b, and the function to be averaged is

g(s) ≈ a + 3b s².

The unpolarized energy a is unchanged, and the leading spin term is tripled. This is the factor missing in the opening example: averaging 3s² cos² θ over the sphere gives s², the collinear energy.

```lean
#print axioms MulticollinearFunctional.directionAverage_eq_iff
#print axioms MulticollinearFunctional.sphereAverage_collinearKernel
#print axioms MulticollinearFunctional.eq_collinearKernel_of_sphereAverage
#print axioms MulticollinearFunctional.collinearKernel_pow
```

```
'MulticollinearFunctional.directionAverage_eq_iff' depends on axioms: [propext, Classical.choice, Quot.sound]
'MulticollinearFunctional.sphereAverage_collinearKernel' depends on axioms: [propext, Classical.choice, Quot.sound]
'MulticollinearFunctional.eq_collinearKernel_of_sphereAverage' depends on axioms: [propext, Classical.choice, Quot.sound]
'MulticollinearFunctional.collinearKernel_pow' depends on axioms: [propext, Classical.choice, Quot.sound]
```
